# The least energy Binder cumulant of two coexisting phases with sharp nonzero energies

A finite energy distribution consists of real energies E_i and nonnegative weights w_i that sum to one, with i running over a finite index set. Its k-th moment is

⟨Eᵏ⟩ = Σ_i w_i E_iᵏ,

and its energy Binder cumulant is

V = 1 − ⟨E⁴⟩ / (3⟨E²⟩²).

A single sharp nonzero energy gives V = 2/3. Two coexisting phases are modelled by two sharp nonzero energies a and b, occupied with weights p and 1 − p, where p lies between 0 and 1. The energies are measured from a fixed zero. This convention matters, because V can change when a constant is added to every energy.

As p varies, the least value of V is 1 − (a² + b²)²/(12a²b²). Any spread in E² puts V below 2/3, so a dip in one finite system does not by itself show coexistence. In simulations, a dip that persists as the system grows is commonly read as a sign of a first-order transition. The result gives the depth of the dip in a model where each phase has one energy and no thermal width.

## Moments, cumulant and the two-phase model

```lean
import Mathlib

open Finset

namespace EnergyBinderCoexistence

noncomputable section
```

The file loads the Mathlib library and opens a namespace for its own definitions. All numbers below are exact reals, not floating-point numbers.

```lean
/-- The `k`-th energy moment of a finite distribution with weights `w` and energies `E`. -/
def moment {ι : Type*} [Fintype ι] (w E : ι → ℝ) (k : ℕ) : ℝ :=
  ∑ i, w i * E i ^ k
```

Here `ι` is the finite index set, `w` and `E` are functions from it to the reals, and `moment w E k` is ⟨Eᵏ⟩. The definition does not require the weights to be nonnegative or to sum to one. Those conditions appear as hypotheses of the theorems that need them.

```lean
/-- The energy Binder cumulant `1 - ⟨E⁴⟩ / (3 ⟨E²⟩²)`. -/
def energyBinder {ι : Type*} [Fintype ι] (w E : ι → ℝ) : ℝ :=
  1 - moment w E 4 / (3 * moment w E 2 ^ 2)
```

This is V, written with the fourth and second moments. They are moments of E itself, not of its deviation from the mean.

```lean
/-- The cumulant of two coexisting phases with sharp energies `a` and `b`,
occupied with weights `p` and `1 - p`. -/
def twoPhaseBinder (a b p : ℝ) : ℝ :=
  energyBinder ![p, 1 - p] ![a, b]
```

The notation `![a, b]` is a list of length two, so the index set has two elements. The first phase has energy a and weight p, the second has energy b and weight 1 − p. The weights sum to one by construction. In a finite system p would depend on temperature; here it is a free parameter, and no partition function is used to compute it.

```lean
/-- The value `1 - (a² + b²)² / (12 a² b²)` built from two phase energies. -/
def dipValue (a b : ℝ) : ℝ :=
  1 - (a ^ 2 + b ^ 2) ^ 2 / (12 * a ^ 2 * b ^ 2)
```

`dipValue a b` is only a name for the expression 1 − (a² + b²)²/(12a²b²). That it is a minimum has to be proved.

```lean
/-- The energy moments of two coexisting phases are the weighted sums of the powers of
their energies. -/
theorem moment_twoPhase (a b p : ℝ) (k : ℕ) :
    moment ![p, 1 - p] ![a, b] k = p * a ^ k + (1 - p) * b ^ k := by
  simp [moment, Fin.sum_univ_two]
```

A Lean theorem gives its name, then its variables and hypotheses, then a colon and the statement; the proof follows `:=`. This one says that

⟨Eᵏ⟩ = p aᵏ + (1 − p) bᵏ

for every k. The proof unfolds the definition and writes out the sum over two indices.

```lean
/-- The mean squared energy of two phases with nonzero energies is positive. -/
theorem second_moment_pos {a b p : ℝ} (ha : a ≠ 0) (hb : b ≠ 0)
    (hp : p ∈ Set.Icc (0 : ℝ) 1) : 0 < p * a ^ 2 + (1 - p) * b ^ 2 := by
  have hx : 0 < a ^ 2 := by positivity
  have hy : 0 < b ^ 2 := by positivity
  rcases hp.1.eq_or_lt with h | h
  · rw [← h]
    linarith
  · have h1 : 0 < p * a ^ 2 := mul_pos h hx
    have h2 : 0 ≤ (1 - p) * b ^ 2 := mul_nonneg (by linarith [hp.2]) hy.le
    linarith
```

The hypotheses `ha` and `hb` say that a and b are nonzero, and `hp` says that p lies in the closed interval [0, 1]. The conclusion is that the mean squared energy, called m from here on, is positive:

m = p a² + (1 − p) b² > 0.

By hand, there are two cases. If p = 0, then m = b² > 0. If p > 0, then p a² > 0 and (1 − p) b² ≥ 0, so the sum is positive. The command `rcases` makes the same split, and `linarith`, which handles linear inequalities, finishes each case.

## The distance from the minimum is a square

```lean
/-- The distance of the two-phase cumulant from `dipValue a b` is an explicit square
divided by `12 a² b² ⟨E²⟩²`. -/
theorem twoPhase_gap {a b p : ℝ} (ha : a ≠ 0) (hb : b ≠ 0)
    (hm : p * a ^ 2 + (1 - p) * b ^ 2 ≠ 0) :
    twoPhaseBinder a b p - dipValue a b =
      ((a ^ 2 - b ^ 2) * (p * (a ^ 2 + b ^ 2) - b ^ 2)) ^ 2 /
        (12 * a ^ 2 * b ^ 2 * (p * a ^ 2 + (1 - p) * b ^ 2) ^ 2) := by
  -- the fourth moment is an affine function of the second moment
  have e1 : p * a ^ 4 + (1 - p) * b ^ 4 =
      (a ^ 2 + b ^ 2) * (p * a ^ 2 + (1 - p) * b ^ 2) - a ^ 2 * b ^ 2 := by ring
  have e2 : (a ^ 2 - b ^ 2) * (p * (a ^ 2 + b ^ 2) - b ^ 2) =
      (a ^ 2 + b ^ 2) * (p * a ^ 2 + (1 - p) * b ^ 2) - 2 * a ^ 2 * b ^ 2 := by ring
  unfold twoPhaseBinder energyBinder dipValue
  rw [moment_twoPhase, moment_twoPhase, e1, e2]
  generalize p * a ^ 2 + (1 - p) * b ^ 2 = m at hm ⊢
  field_simp
  ring
```

This identity carries the two-phase result. It says that

V − dipValue = [(a² − b²)(p(a² + b²) − b²)]² / (12a²b²m²).

It needs only a, b and m to be nonzero; p need not lie in [0, 1].

The derivation starts from the fact that the squared energy takes only the two values a² and b². The fourth moment is therefore a linear function of the second, up to a constant. Expanding gives

(a² + b²)m − a²b²
= p a⁴ + p a²b² + (1 − p)a²b² + (1 − p)b⁴ − a²b²
= p a⁴ + (1 − p)b⁴
= ⟨E⁴⟩.

This is `e1` in the code. Inserting it into V and subtracting the proposed minimum gives

V − dipValue
= (a² + b²)²/(12a²b²) − [(a² + b²)m − a²b²]/(3m²)
= [(a² + b²)²m² − 4a²b²(a² + b²)m + 4a⁴b⁴] / (12a²b²m²)
= [(a² + b²)m − 2a²b²]² / (12a²b²m²).

It remains to factor the expression inside the square. Subtracting a further a²b² from the fourth moment gives

(a² + b²)m − 2a²b²
= p a⁴ + (1 − p)b⁴ − a²b²
= (a² − b²)(p(a² + b²) − b²),

which is `e2`. Both `e1` and `e2` are polynomial identities, and `ring` verifies them by expansion. The command `rw` then substitutes them into the goal, `field_simp` clears the denominators, and a last `ring` compares the two sides.

## Bound, equality and least value

```lean
/-- At coexistence of two phases with nonzero energies, `⟨E²⟩` is positive and the energy
Binder cumulant is at least `1 - (a² + b²)² / (12 a² b²)`, with equality exactly when
`a² = b²` or `p = b² / (a² + b²)`. -/
theorem twoPhase_bound {a b p : ℝ} (ha : a ≠ 0) (hb : b ≠ 0)
    (hp : p ∈ Set.Icc (0 : ℝ) 1) :
    0 < moment ![p, 1 - p] ![a, b] 2 ∧
      dipValue a b ≤ twoPhaseBinder a b p ∧
      (twoPhaseBinder a b p = dipValue a b ↔
        a ^ 2 = b ^ 2 ∨ p = b ^ 2 / (a ^ 2 + b ^ 2)) := by
  have hm := second_moment_pos ha hb hp
  have hs : 0 < a ^ 2 + b ^ 2 := by positivity
  have hden : 0 < 12 * a ^ 2 * b ^ 2 * (p * a ^ 2 + (1 - p) * b ^ 2) ^ 2 :=
    mul_pos (by positivity) (pow_pos hm 2)
  have hgap := twoPhase_gap ha hb hm.ne'
  refine ⟨by rw [moment_twoPhase]; exact hm, ?_, ?_⟩
  · have h0 : 0 ≤ twoPhaseBinder a b p - dipValue a b := by
      rw [hgap]
      exact div_nonneg (sq_nonneg _) hden.le
    linarith
  · -- equality means that one factor of the square vanishes
    have hz : twoPhaseBinder a b p = dipValue a b ↔
        (a ^ 2 - b ^ 2) * (p * (a ^ 2 + b ^ 2) - b ^ 2) = 0 := by
      rw [← sub_eq_zero, hgap, div_eq_zero_iff, or_iff_left hden.ne',
        pow_eq_zero_iff two_ne_zero]
    rw [hz, mul_eq_zero, sub_eq_zero, sub_eq_zero, eq_div_iff hs.ne']
```

The symbol `∧` means "and", `∨` means "or", and `↔` means "if and only if". For nonzero a and b and p in [0, 1], the theorem states three things:

- ⟨E²⟩ > 0;
- V ≥ 1 − (a² + b²)²/(12a²b²);
- equality holds exactly when a² = b² or p = b²/(a² + b²).

The first statement is included because Lean assigns the value 0 to a division by zero, so the inequality alone would not show that the quotient in V is a genuine one.

By hand, the first statement is the positivity of m proved above, and the other two are read off from the square. Its denominator is positive because m > 0, so V − dipValue ≥ 0. The difference vanishes exactly when the numerator does, which means that

a² − b² = 0 or p(a² + b²) − b² = 0.

The second equation gives p = b²/(a² + b²), since a² + b² > 0. In the code, `hgap` is the identity from the previous theorem, `hden` is the positivity of its denominator, and `hz` reduces equality to the vanishing of the product. The final `rw` splits the product into its two factors and solves the second for p.

The two equality cases differ physically. If a² = b², the squared energy is the same in both phases and V = 2/3 for every p. This includes b = −a, where the phases are distinct but V does not see the difference. If a² ≠ b², the minimum occurs at a single weight, the one for which

p a² = (1 − p) b².

Both phases then contribute equally to ⟨E²⟩, and the phase whose energy is smaller in magnitude has the larger weight. The minimum is therefore not at p = 1/2.

```lean
/-- As the phase weight `p` runs through `[0, 1]`, the least value of the energy Binder
cumulant is `1 - (a² + b²)² / (12 a² b²)`. -/
theorem dipValue_isLeast {a b : ℝ} (ha : a ≠ 0) (hb : b ≠ 0) :
    IsLeast (twoPhaseBinder a b '' Set.Icc (0 : ℝ) 1) (dipValue a b) := by
  have hs : 0 < a ^ 2 + b ^ 2 := by positivity
  have hp : b ^ 2 / (a ^ 2 + b ^ 2) ∈ Set.Icc (0 : ℝ) 1 := by
    refine ⟨by positivity, ?_⟩
    rw [div_le_iff₀ hs]
    linarith [sq_nonneg a]
  refine ⟨⟨_, hp, (twoPhase_bound ha hb hp).2.2.mpr (Or.inr rfl)⟩, ?_⟩
  rintro _ ⟨p, hp', rfl⟩
  exact (twoPhase_bound ha hb hp').2.1
```

The expression `twoPhaseBinder a b '' Set.Icc (0 : ℝ) 1` is the set of all values that V takes as p runs through [0, 1]. `IsLeast` says that `dipValue a b` belongs to this set and is a lower bound for it. It is thus an attained minimum, not merely an infimum. The hypotheses `ha` and `hb` again require both energies to be nonzero. This is essential: for a = 0 and b ≠ 0, V = 1 − 1/(3(1 − p)) for p < 1, which falls without bound as p approaches 1.

For attainment, the weight b²/(a² + b²) must be admissible. It is nonnegative, and it is at most 1 because b² ≤ a² + b². The equality case of the previous theorem then shows that V takes the required value there. For the lower bound, any element of the set comes from some p in [0, 1], and the inequality already proved applies to it. In the code, the last `refine` gives attainment, and the `rintro` and `exact` lines give the lower bound.

```lean
/-- For nonzero `a` and `b`, the difference `2/3 - dipValue a b` equals `(a/b - b/a)² / 12`. -/
theorem dip_depth {a b : ℝ} (ha : a ≠ 0) (hb : b ≠ 0) :
    2 / 3 - dipValue a b = (a / b - b / a) ^ 2 / 12 := by
  unfold dipValue
  field_simp
  ring
```

The depth of the minimum below the single-energy value is

2/3 − dipValue
= [(a² + b²)² − 4a²b²] / (12a²b²)
= (a² − b²)² / (12a²b²)
= (a/b − b/a)² / 12.

Only the ratio a/b enters, so total energies and energies per site give the same depth. For a = −1 and b = −2 the depth is 3/16, the minimum is 23/48, and it is reached at p = 4/5. The proof unfolds `dipValue`, clears denominators and compares polynomials.

## Any finite distribution in the same band

```lean
/-- For any finite energy distribution with nonnegative weights that sum to one, and with squared
energies between `a² > 0` and `b²`, `⟨E²⟩` is positive and the energy Binder cumulant is at least `1
- (a² + b²)² / (12 a² b²)`. -/
theorem energyBinder_band_bound {ι : Type*} [Fintype ι] {w E : ι → ℝ} {a b : ℝ}
    (ha : a ≠ 0) (hw : ∀ i, 0 ≤ w i) (hw1 : ∑ i, w i = 1)
    (hlo : ∀ i, a ^ 2 ≤ E i ^ 2) (hhi : ∀ i, E i ^ 2 ≤ b ^ 2) :
    0 < moment w E 2 ∧ dipValue a b ≤ energyBinder w E := by
  have hx : 0 < a ^ 2 := by positivity
  have hlow : a ^ 2 ≤ moment w E 2 := by
    calc a ^ 2 = ∑ i, w i * a ^ 2 := by rw [← Finset.sum_mul, hw1, one_mul]
      _ ≤ moment w E 2 :=
        Finset.sum_le_sum fun i _ => mul_le_mul_of_nonneg_left (hlo i) (hw i)
  have hupp : moment w E 2 ≤ b ^ 2 := by
    calc moment w E 2 ≤ ∑ i, w i * b ^ 2 :=
        Finset.sum_le_sum fun i _ => mul_le_mul_of_nonneg_left (hhi i) (hw i)
      _ = b ^ 2 := by rw [← Finset.sum_mul, hw1, one_mul]
  have hm : 0 < moment w E 2 := lt_of_lt_of_le hx hlow
  have hy : 0 < b ^ 2 := lt_of_lt_of_le hm hupp
  -- average the inequality (E² - a²)(b² - E²) ≥ 0
  have hq : moment w E 4 ≤ (a ^ 2 + b ^ 2) * moment w E 2 - a ^ 2 * b ^ 2 := by
    unfold moment
    calc ∑ i, w i * E i ^ 4
        ≤ ∑ i, ((a ^ 2 + b ^ 2) * (w i * E i ^ 2) - w i * (a ^ 2 * b ^ 2)) := by
          refine Finset.sum_le_sum fun i _ => ?_
          have h := mul_nonneg (hw i)
            (mul_nonneg (sub_nonneg.mpr (hlo i)) (sub_nonneg.mpr (hhi i)))
          linarith
      _ = (a ^ 2 + b ^ 2) * ∑ i, w i * E i ^ 2 - a ^ 2 * b ^ 2 := by
          rw [Finset.sum_sub_distrib, ← Finset.mul_sum, ← Finset.sum_mul, hw1, one_mul]
  refine ⟨hm, ?_⟩
  unfold dipValue energyBinder
  generalize moment w E 2 = m at hm hq ⊢
  generalize moment w E 4 = q at hq ⊢
  generalize a ^ 2 = x at hx hq ⊢
  generalize b ^ 2 = y at hy hq ⊢
  -- complete the square in the second moment
  have key : q / (3 * m ^ 2) ≤ (x + y) ^ 2 / (12 * x * y) := by
    rw [div_le_div_iff₀ (by positivity) (by positivity)]
    have h1 := mul_le_mul_of_nonneg_left hq (show 0 ≤ 12 * x * y by positivity)
    nlinarith [sq_nonneg ((x + y) * m - 2 * x * y)]
  linarith

end

end EnergyBinderCoexistence
```

The two sharp energies are now replaced by any finite number of energies. The weights are nonnegative (`hw`) and sum to one (`hw1`), and every squared energy lies in the band

a² ≤ E_i² ≤ b²,

with a nonzero (`hlo`, `hhi`, `ha`). The conclusion is that ⟨E²⟩ > 0 and that V obeys the same lower bound. In this theorem a and b mark the edges of the band and need not be energies that occur. The statement covers a finite list of N sampled energies with w_i = 1/N, but not a continuous energy density.

Write m = ⟨E²⟩ again. Averaging the band condition gives a² ≤ m ≤ b², so m and b² are both positive. This is the content of `hlow`, `hupp`, `hm` and `hy`. Next, both factors in

(E_i² − a²)(b² − E_i²) ≥ 0

are nonnegative, and expanding the product gives

E_i⁴ ≤ (a² + b²)E_i² − a²b².

Multiplying by w_i and summing, with Σ_i w_i = 1, yields

⟨E⁴⟩ ≤ (a² + b²)m − a²b².

This is `hq`. For two phases it was an equality, because every energy sat at an edge of the band. The square from before now finishes the argument:

(a² + b²)²/(12a²b²) − ⟨E⁴⟩/(3m²)
≥ (a² + b²)²/(12a²b²) − [(a² + b²)m − a²b²]/(3m²)
= [(a² + b²)m − 2a²b²]² / (12a²b²m²)
≥ 0.

Subtracting both quotients from 1 gives the bound on V. In the code, `calc` blocks write out the chains of sums. The step `key` compares the two quotients by cross-multiplication, and `nlinarith` combines `hq`, multiplied by 12a²b², with the square supplied to it as a hint.

## How `generalize` forgets what m was made of

Both main arguments turn on treating the second moment as a single unknown. A physicist does this by writing m and no longer thinking about its definition. In Lean the command is `generalize`. The line

`generalize p * a ^ 2 + (1 - p) * b ^ 2 = m at hm ⊢`

replaces that expression by a new variable `m`, both in the hypothesis `hm` and in the goal, which is denoted by `⊢`. Afterwards `m` is an arbitrary real number, and all that is known about it is `hm`, namely m ≠ 0.

The new goal is stronger than the old one, since it must hold for every nonzero m. That makes the order of steps important. The fourth moment also contains p, and its link to the second moment would be lost if m were introduced at once. The rewrites with `e1` and `e2` therefore come first and express everything through a, b and the second moment. What remains is the completed square, an identity in three variables that is true for all nonzero values, and `field_simp` and `ring` can settle it without p.

The band theorem uses the command four times, for ⟨E²⟩, ⟨E⁴⟩, a² and b². The sums disappear from the goal, and `hq` is kept as the only relation between the two moments. A statement about arbitrary finite distributions has become an inequality between four real numbers.

```lean
#print axioms EnergyBinderCoexistence.twoPhase_bound
#print axioms EnergyBinderCoexistence.dipValue_isLeast
#print axioms EnergyBinderCoexistence.dip_depth
#print axioms EnergyBinderCoexistence.energyBinder_band_bound
```

```
'EnergyBinderCoexistence.twoPhase_bound' depends on axioms: [propext, Classical.choice, Quot.sound]
'EnergyBinderCoexistence.dipValue_isLeast' depends on axioms: [propext, Classical.choice, Quot.sound]
'EnergyBinderCoexistence.dip_depth' depends on axioms: [propext, Classical.choice, Quot.sound]
'EnergyBinderCoexistence.energyBinder_band_bound' depends on axioms: [propext, Classical.choice, Quot.sound]
```
